# The derivative of a Gaussian absorption line has a peak-to-peak height times squared peak-to-peak width that depends only on the line's area

The theorem concerns the first derivative of a Gaussian absorption line with area `A > 0`, width parameter `s > 0` and any centre `c`. It says that this derivative has a unique highest and a unique lowest point, and that the difference of its values there, times the squared distance between the two points, is 8A/√(2πe), whatever `s` and `c` are. The proof first treats the Gaussian of unit area and standard deviation one, whose derivative is −x times the Gaussian itself. The bound exp t ≥ 1 + t puts the unique maximum of that derivative at −1, and oddness puts the minimum at 1. A rescaling lemma then carries the result to the general line.

The first attempt, which Lean rejects:

```lean
import Mathlib

open Real MeasureTheory

namespace GaussProduct

noncomputable section

/-- Absorption line of shape `φ`, intensity `A`, centre `c` and width parameter `s`, for `s > 0`. -/
def line (φ : ℝ → ℝ) (A c s x : ℝ) : ℝ := A / s * φ ((x - c) / s)

/-- The Gaussian shape with standard deviation one. -/
def gauss (x : ℝ) : ℝ := (√(2 * π))⁻¹ * Real.exp (-x ^ 2 / 2)

/-- The first-derivative spectrum of the differentiable line `f` has its unique highest point
at `p` and its unique lowest point at `q`. -/
structure IsPeakPair (f : ℝ → ℝ) (p q : ℝ) : Prop where
  diff : Differentiable ℝ f
  max : ∀ x, x ≠ p → deriv f x < deriv f p
  min : ∀ x, x ≠ q → deriv f q < deriv f x

/-- The derivative spectrum of `f` has a unique highest and a unique lowest point, and its
peak-to-peak height times its squared peak-to-peak width is `K`. -/
def HasPeakProduct (f : ℝ → ℝ) (K : ℝ) : Prop :=
  ∃ p q, IsPeakPair f p q ∧ (deriv f p - deriv f q) * (q - p) ^ 2 = K

/-- If the shape `φ` has height times squared width `K`, then a line of that shape with intensity
`A > 0` has the value `A * K`, whatever its centre and width parameter `s > 0`. -/
theorem HasPeakProduct.rescale {φ : ℝ → ℝ} {K A s : ℝ} (h : HasPeakProduct φ K) (c : ℝ)
    (hA : 0 < A) (hs : 0 < s) : HasPeakProduct (line φ A c s) (A * K) := by
  obtain ⟨p, q, h, rfl⟩ := h
  -- the chain rule brings a second factor 1/s
  have hd : ∀ x, HasDerivAt (line φ A c s) (A / s ^ 2 * deriv φ ((x - c) / s)) x := by
    intro x
    have h1 : HasDerivAt (fun y => (y - c) / s) (1 / s) x :=
      ((hasDerivAt_id' x).sub_const c).div_const s
    have h2 := ((h.diff ((x - c) / s)).hasDerivAt.comp x h1).const_mul (A / s)
    exact h2.congr_deriv (by ring)
  have hpt : ∀ u, (c + s * u - c) / s = u := by
    intro u
    rw [add_sub_cancel_left, mul_div_cancel_left₀ _ hs.ne']
  have hne : ∀ x u, x ≠ c + s * u → (x - c) / s ≠ u := by
    intro x u hx hu
    apply hx
    rw [div_eq_iff hs.ne'] at hu
    linarith
  refine ⟨c + s * p, c + s * q, ⟨fun x => (hd x).differentiableAt, ?_, ?_⟩, ?_⟩
  · intro x hx
    rw [(hd x).deriv, (hd (c + s * p)).deriv, hpt]
    exact mul_lt_mul_of_pos_left (h.max _ (hne x p hx)) (by positivity)
  · intro x hx
    rw [(hd x).deriv, (hd (c + s * q)).deriv, hpt]
    exact mul_lt_mul_of_pos_left (h.min _ (hne x q hx)) (by positivity)
  · rw [(hd (c + s * p)).deriv, (hd (c + s * q)).deriv, hpt, hpt]
    have e : A / s ^ 2 * s ^ 2 = A := by field_simp
    linear_combination ((deriv φ p - deriv φ q) * (q - p) ^ 2) * e

/-- If the derivative `d` of a shape is odd and has its unique maximum at `-p`, then height
times squared width is `8 p² d(-p)`. -/
theorem HasPeakProduct.of_odd {φ d : ℝ → ℝ} {p : ℝ} (hd : ∀ x, HasDerivAt φ (d x) x)
    (hodd : ∀ x, d (-x) = -d x) (hmax : ∀ x, x ≠ -p → d x < d (-p)) :
    HasPeakProduct φ (8 * p ^ 2 * d (-p)) := by
  have hdv : deriv φ = d := funext fun x => (hd x).deriv
  refine ⟨-p, p, ⟨fun x => (hd x).differentiableAt, ?_, ?_⟩, ?_⟩
  · rw [hdv]
    exact hmax
  · intro x hx
    have h := hmax (-x) (fun h => hx (neg_injective h))
    rw [hodd, hodd] at h
    rw [hdv]
    linarith
  · rw [hdv, hodd p]
    ring

/-- For a Gaussian line of area `A > 0` and any width `s > 0`, peak-to-peak height times
squared peak-to-peak width is `8 A/√(2πe)`. -/
theorem gauss_product {A s : ℝ} (c : ℝ) (hA : 0 < A) (hs : 0 < s) :
    HasPeakProduct (line gauss A c s) (A * (8 / √(2 * π * Real.exp 1))) := by
  have hd : ∀ x, HasDerivAt gauss (-x * gauss x) x := by
    intro x
    have h1 : HasDerivAt (fun y : ℝ => -y ^ 2 / 2) (-x) x :=
      ((hasDerivAt_pow 2 x).neg.div_const 2).congr_deriv (by norm_num)
    exact (h1.exp.const_mul (√(2 * π))⁻¹).congr_deriv (by unfold gauss; ring)
  have hmax : ∀ x, x ≠ -1 → -x * gauss x < -(-1) * gauss (-1) := by
    intro x hx
    have hx' : x + 1 ≠ 0 := fun h => hx (by linarith)
    have hsq : 0 < (x + 1) ^ 2 :=
      lt_of_le_of_ne (sq_nonneg _) (Ne.symm (pow_ne_zero 2 hx'))
    -- the tangent bound exp t ≥ 1 + t locates the peak
    have hl : -x < Real.exp ((x ^ 2 - 1) / 2) := by
      nlinarith [Real.add_one_le_exp ((x ^ 2 - 1) / 2)]
    have e : Real.exp (-(-1) ^ 2 / 2)
        = Real.exp (-x ^ 2 / 2) * Real.exp ((x ^ 2 - 1) / 2) := by
      rw [← Real.exp_add]
      congr 1
      ring
    have hm := mul_lt_mul_of_pos_left hl
      (show 0 < (√(2 * π))⁻¹ * Real.exp (-x ^ 2 / 2) by positivity)
    unfold gauss
    rw [e]
    nlinarith [hm]
  have hK : 8 / √(2 * π * Real.exp 1) = 8 * 1 ^ 2 * (-(-1) * gauss (-1)) := by
    have e : gauss (-1) = (√(2 * π))⁻¹ * (Real.exp (1 / 2))⁻¹ := by
      unfold gauss
      rw [← Real.exp_neg]
      congr 2
      norm_num
    rw [e, Real.sqrt_mul (by positivity), ← Real.exp_half]
    ring
  rw [hK]
  exact (HasPeakProduct.of_odd (d := fun x => -x * gauss x) hd
    (fun x => by simp only [gauss, neg_sq]; ring) hmax).rescale c hA hs

end

end GaussProduct
```

The error:

```
Main.lean:82:58: error: unsolved goals
A s c : ℝ
hA : 0 < A
hs : 0 < s
x : ℝ
⊢ -(2 * x) / 2 = -x
```

What went wrong. The message shows a goal that `norm_num` simplified but did not close: `-(2 * x) / 2 = -x`. It arises in `h1`, which gives the derivative of the exponent `-y ^ 2 / 2`. The power rule `hasDerivAt_pow`, followed by negation and division by 2, gives the derivative in a longer form than `-x`, and `congr_deriv` asks for a proof that the two are equal.

`norm_num` tidied the power and the numerals but left the factor 2 uncancelled. The numerator is the negation `-(2 * x)`, not a bare product, so a simplification rule for the pattern `2 * x / 2` does not match it. The remaining equation is true and needs only algebra.

The repair adds `ring` after `norm_num`. `ring` brings both sides to a common normal form, handling the minus sign and the division by the numeral 2 together, and so closes the goal.

This version goes through:

```diff
@@ -80,5 +80,5 @@
     intro x
     have h1 : HasDerivAt (fun y : ℝ => -y ^ 2 / 2) (-x) x :=
-      ((hasDerivAt_pow 2 x).neg.div_const 2).congr_deriv (by norm_num)
+      ((hasDerivAt_pow 2 x).neg.div_const 2).congr_deriv (by norm_num; ring)
     exact (h1.exp.const_mul (√(2 * π))⁻¹).congr_deriv (by unfold gauss; ring)
   have hmax : ∀ x, x ≠ -1 → -x * gauss x < -(-1) * gauss (-1) := by
```
